# Among uniform half-filled Hückel 4n-rings, only the four-ring binds less than its open chain

**Question.** I define π binding energy as twice the largest sum of half the Hückel levels, with equal hoppings everywhere. If I subtract the open chain's value from the ring's, does the sign identify 4n-rings as antiaromatic?

**Answer.** Only for $n=1$. In this non-interacting, uniform model, the open-polyene reference labels every larger 4n-ring stabilised.

Set $\alpha=0$, $|\beta|=1$, count bonding as positive, and number sites and levels from 0. With $N=4n$, $a=\pi/(4n)$ and $b=\pi/(8n+2)$:

- Chain amplitudes $\sin(2(j+1)(k+1)b)$ vanish one site beyond each end, giving $N$ distinct levels $2\cos(2(k+1)b)$.
- Ring waves $z_k^j$, with $z_k=-ie^{2\pi ik/N}$ and $z_k^N=1$, give levels $z_k+z_k^{-1}=2\sin(2ka)$.

In both lists the first $2n$ levels are nonnegative and the rest nonpositive, so we fill $k<2n$. Telescoping,

$$\sin b\sum_{k<2n}2\cos(2(k+1)b)=\sin((4n+1)b)-\sin b=1-\sin b,$$
$$\sin a\sum_{k<2n}2\sin(2ka)=\cos a-\cos((4n-1)a)=2\cos a.$$

Doubling gives $E_c=2/\sin b-2$ and $E_r=4\cot a$.

For $n\ge2$ put $u=a/2<0.197$. Then $E_r=2(\cot u-\tan u)$, $1/b=1/u+2/\pi$ and $b\le u$. From $\sin u<u$ and $\cos u\ge1-u^2/2\ge0.98$,
$$\cot u\ge1/u-u/2,\qquad\tan u\le1.03u.$$
With $z=b/2<\tan z$, $\sin b\ge2z\cos^2z\ge b(1-b^2/4)$, so $1/\sin b\le1/b+0.26b$. Hence
$$\tfrac12(E_r-E_c)\ge1-2/\pi-1.79u>0.$$

For $n=1$, the ring levels $0,2,0,-2$ give $E_r=4$, while $\sin(\pi/10)<1/3$ gives $E_c>4$.

In Lean, `chainH` and `ringH` are the hopping matrices. `piBinding` is a supremum over half-sized sub-multisets of characteristic roots, so degeneracies count. `ring_lt_chain_iff` states the equivalence for $n\ge1$; `chain_lt_ring` gives the strict reverse for $n\ge2$. Bond alternation, electron repulsion and σ strain are absent.

```lean
import Mathlib

open Real

namespace HueckelRingVersusChain

noncomputable section

/-- Hueckel matrix of the open chain of `N` sites with unit hoppings. -/
def chainH (N : ℕ) : Matrix (Fin N) (Fin N) ℝ := Matrix.of fun i j =>
  (if (i : ℕ) + 1 = j then 1 else 0) + (if (j : ℕ) + 1 = i then 1 else 0)

/-- Hueckel matrix of the ring (`N ≥ 3`): the chain with a unit hopping between its ends. -/
def ringH (N : ℕ) : Matrix (Fin N) (Fin N) ℝ := Matrix.of fun i j =>
  chainH N i j + (if (i : ℕ) = 0 ∧ (j : ℕ) + 1 = N then 1 else 0)
    + (if (i : ℕ) + 1 = N ∧ (j : ℕ) = 0 then 1 else 0)

/-- Half-filled binding energy of a symmetric Hueckel matrix with an even number `N` of sites:
the largest energy obtained by doubly occupying `N/2` of its levels. -/
def piBinding {N : ℕ} (H : Matrix (Fin N) (Fin N) ℝ) : ℝ :=
  sSup {E | ∃ occ : Multiset ℝ, occ ≤ H.charpoly.roots ∧
    2 * Multiset.card occ = N ∧ E = 2 * occ.sum}

/-- Standing-wave levels of the open chain, `k = 0, ..., N-1`. -/
def chainLevel (N k : ℕ) : ℝ := 2 * cos (π * (k + 1) / (N + 1))

/-- Plane-wave levels of the `4n`-ring for `n ≥ 1`, `k = 0, ..., 4n-1`. -/
def ringLevel (n k : ℕ) : ℝ := 2 * sin (π * k / (2 * n))

/-- The chain couples each site to its two neighbours, except for the missing ones at the ends. -/
theorem chain_row {R : Type*} [CommRing R] (g : ℝ →+* R) {N : ℕ} (f : ℕ → R) (i : Fin N) :
    ∑ j : Fin N, g (chainH N i j) * f (j + 1) = f i + f (i + 2)
      - (if (i : ℕ) = 0 then f 0 else 0) - (if (i : ℕ) + 1 = N then f (N + 1) else 0) := by
  have hi := i.isLt
  have pick (a : ℕ) : ∑ j : Fin N, (if a = (j : ℕ) then f (j + 1) else 0)
      = if a < N then f (a + 1) else 0 :=
    (Fin.sum_univ_eq_sum_range (fun j => if a = j then f (j + 1) else 0) N).trans (by simp)
  have right : ∑ j : Fin N, (if (i : ℕ) + 1 = (j : ℕ) then f (j + 1) else 0)
      = if (i : ℕ) + 1 < N then f (i + 2) else 0 := pick (i + 1)
  have left : ∑ j : Fin N, (if (j : ℕ) + 1 = (i : ℕ) then f (j + 1) else 0)
      = if (i : ℕ) = 0 then 0 else f i := by
    by_cases h : (i : ℕ) = 0
    · simp [h]
    · have h2 := pick (i - 1)
      rw [if_pos (show (i : ℕ) - 1 < N by omega),
        Nat.sub_add_cancel (show 1 ≤ (i : ℕ) by omega)] at h2
      rw [if_neg h, ← h2]
      exact Finset.sum_congr rfl fun j _ => if_congr (by omega) rfl rfl
  have e0 : (i : ℕ) = 0 → f i = f 0 := fun h => congrArg f h
  have e1 : (i : ℕ) + 1 = N → f (i + 2) = f (N + 1) := fun h => congrArg f (by omega)
  simp only [chainH, Matrix.of_apply, map_add, apply_ite g, map_one, map_zero, add_mul,
    ite_mul, one_mul, zero_mul, Finset.sum_add_distrib]
  rw [left, right]
  by_cases h0 : (i : ℕ) = 0 <;> by_cases h1 : (i : ℕ) + 1 = N
  · rw [if_neg (show ¬ (i : ℕ) + 1 < N by omega), if_pos h0, if_pos h0, if_pos h1, e0 h0, e1 h1]
    ring
  · rw [if_pos (show (i : ℕ) + 1 < N by omega), if_pos h0, if_pos h0, if_neg h1, e0 h0]
    ring
  · rw [if_neg (show ¬ (i : ℕ) + 1 < N by omega), if_neg h0, if_neg h0, if_pos h1, e1 h1]
    ring
  · rw [if_pos (show (i : ℕ) + 1 < N by omega), if_neg h0, if_neg h0, if_neg h1]
    ring

/-- On periodic amplitudes the ring couples every site to both neighbours. -/
theorem ring_row {R : Type*} [CommRing R] (g : ℝ →+* R) {N : ℕ} (f : ℕ → R)
    (h0 : f 0 = f N) (h1 : f (N + 1) = f 1) (i : Fin N) :
    ∑ j : Fin N, g (ringH N i j) * f (j + 1) = f i + f (i + 2) := by
  have hi := i.isLt
  have A : ∑ j : Fin N, (if (i : ℕ) = 0 ∧ (j : ℕ) + 1 = N then f (j + 1) else 0)
      = if (i : ℕ) = 0 then f N else 0 := by
    rw [Fintype.sum_eq_single (⟨N - 1, by omega⟩ : Fin N)]
    · have e : N - 1 + 1 = N := by omega
      simp [e]
    · intro j hj
      exact if_neg fun h => hj (Fin.ext (show (j : ℕ) = N - 1 by omega))
  have B : ∑ j : Fin N, (if (i : ℕ) + 1 = N ∧ (j : ℕ) = 0 then f (j + 1) else 0)
      = if (i : ℕ) + 1 = N then f 1 else 0 := by
    rw [Fintype.sum_eq_single (⟨0, by omega⟩ : Fin N)]
    · simp
    · intro j hj
      exact if_neg fun h => hj (Fin.ext h.2)
  simp only [ringH, Matrix.of_apply, map_add, apply_ite g, map_one, map_zero, add_mul,
    ite_mul, one_mul, zero_mul, Finset.sum_add_distrib]
  rw [chain_row g f i, A, B, h0, h1]
  ring

/-- The standing-wave levels are the complete spectrum of the open chain. -/
theorem chain_roots (N : ℕ) :
    (chainH N).charpoly.roots = (Finset.range N).val.map (chainLevel N) := by
  have hN : (0 : ℝ) < N + 1 := by positivity
  have hθ (k : ℕ) (hk : k < N) : 0 < π * (k + 1) / (N + 1) ∧ π * (k + 1) / (N + 1) < π := by
    refine ⟨by positivity, ?_⟩
    rw [div_lt_iff₀ hN]
    have : (k : ℝ) + 1 < N + 1 := by exact_mod_cast Nat.succ_lt_succ hk
    exact mul_lt_mul_of_pos_left this pi_pos
  have nd : ((Finset.range N).val.map (chainLevel N)).Nodup := by
    refine Multiset.Nodup.map_on (fun k hk l hl h => ?_) (Finset.range N).nodup
    have bk := hθ k (Finset.mem_range.1 hk)
    have bl := hθ l (Finset.mem_range.1 hl)
    have h' := injOn_cos ⟨bk.1.le, bk.2.le⟩ ⟨bl.1.le, bl.2.le⟩
      (mul_left_cancel₀ two_ne_zero h)
    have h2 := mul_left_cancel₀ pi_ne_zero ((div_left_inj' hN.ne').1 h')
    exact_mod_cast add_right_cancel h2
  symm
  apply Multiset.eq_of_le_of_card_le
  · refine (Multiset.le_iff_subset nd).2 fun x hx => ?_
    obtain ⟨k, hk, rfl⟩ := Multiset.mem_map.1 hx
    have hk' : k < N := Finset.mem_range.1 hk
    obtain ⟨θ, hd⟩ : ∃ θ, θ = π * ((k : ℝ) + 1) / (N + 1) := ⟨_, rfl⟩
    have b := hθ k hk'
    rw [← hd] at b
    rw [Polynomial.mem_roots (Matrix.charpoly_monic _).ne_zero, Polynomial.IsRoot.def,
      Matrix.eval_charpoly, ← Matrix.exists_mulVec_eq_zero_iff, chainLevel, ← hd]
    refine ⟨fun j => sin (((j + 1 : ℕ) : ℝ) * θ), fun h => ?_, ?_⟩
    · have h' : sin (((0 + 1 : ℕ) : ℝ) * θ) = 0 := congrFun h ⟨0, by omega⟩
      rw [zero_add, Nat.cast_one, one_mul] at h'
      exact (sin_pos_of_pos_of_lt_pi b.1 b.2).ne' h'
    · ext i
      have C := chain_row (RingHom.id ℝ) (fun m => sin ((m : ℝ) * θ)) i
      -- the wave vanishes one site beyond each end
      have z : sin (((N + 1 : ℕ) : ℝ) * θ) = 0 := by
        have e : ((N + 1 : ℕ) : ℝ) * θ = ((k + 1 : ℕ) : ℝ) * π := by
          rw [hd]; push_cast; field_simp
        rw [e, sin_nat_mul_pi]
      have e1 : ((i : ℕ) : ℝ) * θ = ((i + 1 : ℕ) : ℝ) * θ - θ := by push_cast; ring
      have e2 : ((i + 2 : ℕ) : ℝ) * θ = ((i + 1 : ℕ) : ℝ) * θ + θ := by push_cast; ring
      simp only [RingHom.id_apply, z, Nat.cast_zero, zero_mul, sin_zero, ite_self, sub_zero] at C
      rw [e1, e2, sin_sub, sin_add] at C
      rw [Matrix.sub_mulVec, Pi.sub_apply, Matrix.scalar_apply, Matrix.mulVec_diagonal,
        Pi.zero_apply, sub_eq_zero]
      refine Eq.trans ?_ C.symm
      ring
  · refine (Polynomial.card_roots' _).trans ?_
    rw [Matrix.charpoly_natDegree_eq_dim]
    simp

/-- The plane-wave levels, with their degeneracies, are the complete spectrum of the `4n`-ring
for `n ≥ 1`. -/
theorem ring_roots {n : ℕ} (hn : 1 ≤ n) :
    (ringH (4 * n)).charpoly.roots = (Finset.range (4 * n)).val.map (ringLevel n) := by
  have wave (φ : ℝ) : (-Complex.I * Complex.exp (φ * Complex.I))⁻¹
      + -Complex.I * Complex.exp (φ * Complex.I) = ((2 * sin φ : ℝ) : ℂ) := by
    have he : Complex.exp (φ * Complex.I) * Complex.exp (-φ * Complex.I) = 1 := by
      rw [← Complex.exp_add]; simp
    rw [inv_eq_of_mul_eq_one_right (b := Complex.I * Complex.exp (-φ * Complex.I))
      (by linear_combination (-(Complex.exp (φ * Complex.I) * Complex.exp (-φ * Complex.I)))
            * Complex.I_sq + he)]
    push_cast
    rw [Complex.sin]
    ring
  -- Bloch factors of the ring
  obtain ⟨z, z0, zN, zs, zi⟩ : ∃ z : ℕ → ℂ, (∀ k, z k ≠ 0) ∧ (∀ k, z k ^ (4 * n) = 1) ∧
      (∀ k, (z k)⁻¹ + z k = (ringLevel n k : ℂ)) ∧
      Function.Injective (fun k : Fin (4 * n) => z k) := by
    have hζ := Complex.isPrimitiveRoot_exp (4 * n) (by omega)
    have hI : (-Complex.I) ^ 4 = 1 := by linear_combination (Complex.I ^ 2 - 1) * Complex.I_sq
    have nI : -Complex.I ≠ 0 := neg_ne_zero.2 Complex.I_ne_zero
    refine ⟨fun k => -Complex.I * Complex.exp (2 * π * Complex.I / (4 * n : ℕ)) ^ k,
      fun k => mul_ne_zero nI (pow_ne_zero _ (Complex.exp_ne_zero _)), fun k => ?_,
      fun k => ?_, fun k l h => Fin.ext (hζ.pow_inj k.2 l.2 (mul_left_cancel₀ nI h))⟩
    · dsimp only
      rw [mul_pow, pow_mul, hI, one_pow, one_mul, ← pow_mul, mul_comm k, pow_mul,
        hζ.pow_eq_one, one_pow]
    · dsimp only
      rw [ringLevel, ← wave, ← Complex.exp_nat_mul]
      have e : (k : ℂ) * (2 * π * Complex.I / (4 * n : ℕ))
          = ((π * k / (2 * n) : ℝ) : ℂ) * Complex.I := by push_cast; ring
      rw [e]
  have key (M V D : Matrix (Fin (4 * n)) (Fin (4 * n)) ℂ) (hV : IsUnit V.det)
      (h : M * V = V * D) : M.charpoly = D.charpoly := by
    have hM : M = V * D * V⁻¹ := by
      rw [← h, Matrix.mul_assoc, Matrix.mul_nonsing_inv V hV, Matrix.mul_one]
    rw [hM, Matrix.charpoly_mul_comm, ← Matrix.mul_assoc, Matrix.nonsing_inv_mul V hV,
      Matrix.one_mul]
  have hP : (ringH (4 * n)).charpoly
      = ∏ k : Fin (4 * n), (Polynomial.X - Polynomial.C (ringLevel n k)) := by
    apply Polynomial.map_injective Complex.ofRealHom Complex.ofReal_injective
    rw [← Matrix.charpoly_map, key _ (Matrix.vandermonde fun k : Fin (4 * n) => z k).transpose
      (Matrix.diagonal fun k : Fin (4 * n) => (ringLevel n k : ℂ)) ?_ ?_,
      Matrix.charpoly_of_isUpperTriangular _ (Matrix.blockTriangular_diagonal _),
      Polynomial.map_prod]
    · refine Finset.prod_congr rfl fun k _ => ?_
      rw [Matrix.diagonal_apply_eq, Polynomial.map_sub, Polynomial.map_X, Polynomial.map_C]
      rfl
    · rw [Matrix.det_transpose]
      exact isUnit_iff_ne_zero.2 (Matrix.det_vandermonde_ne_zero_iff.2 zi)
    · ext i k
      have r := ring_row Complex.ofRealHom (fun m => (z k)⁻¹ * z k ^ m)
        (by simp [zN]) (by simp [pow_succ, zN]) i
      rw [Matrix.mul_diagonal, Matrix.mul_apply, ← zs]
      refine (Finset.sum_congr rfl fun j _ => ?_).trans (r.trans ?_)
      · rw [pow_succ', inv_mul_cancel_left₀ (z0 k)]
        rfl
      · change _ = z k ^ (i : ℕ) * _
        linear_combination z k ^ (i : ℕ) * z k * inv_mul_cancel₀ (z0 k)
  rw [hP, Fin.prod_univ_eq_prod_range
    (fun k => Polynomial.X - Polynomial.C (ringLevel n k)) (4 * n)]
  have h := Polynomial.roots_multiset_prod_X_sub_C
    ((Finset.range (4 * n)).val.map (ringLevel n))
  rw [Multiset.map_map] at h
  exact h

/-- If the first half of the levels is nonnegative and the second half nonpositive, the
half-filled binding energy is twice the sum of the first half. -/
theorem half_filling {N m : ℕ} (hN : N = 2 * m) (H : Matrix (Fin N) (Fin N) ℝ) (x : ℕ → ℝ)
    (hr : H.charpoly.roots = (Finset.range N).val.map x) (hp : ∀ k < m, 0 ≤ x k)
    (hm : ∀ k, m ≤ k → k < N → x k ≤ 0) :
    piBinding H = 2 * ∑ k ∈ Finset.range m, x k := by
  have hs : Finset.range m ⊆ Finset.range N := Finset.range_mono (by omega)
  apply IsGreatest.csSup_eq
  constructor
  · refine ⟨(Finset.range m).val.map x, ?_, by simp [hN], rfl⟩
    rw [hr]
    exact Multiset.map_le_map (Finset.val_le_iff.2 hs)
  · rintro E ⟨occ, hle, -, rfl⟩
    obtain ⟨vir, hv⟩ := Multiset.le_iff_exists_add.1 hle
    have pos (s : Multiset ℝ) : s.sum ≤ (s.map fun a => max a 0).sum ∧
        0 ≤ (s.map fun a => max a 0).sum := by
      induction s using Multiset.induction_on with
      | empty => simp
      | cons a s ih =>
        simp only [Multiset.sum_cons, Multiset.map_cons]
        constructor <;> linarith [ih.1, ih.2, le_max_left a 0, le_max_right a 0]
    have tot : (H.charpoly.roots.map fun a => max a 0).sum = ∑ k ∈ Finset.range m, x k := by
      rw [hr, Multiset.map_map]
      change ∑ k ∈ Finset.range N, max (x k) 0 = _
      rw [← Finset.sum_subset hs fun k hk hk' => max_eq_right
        (hm k (not_lt.1 fun h => hk' (Finset.mem_range.2 h)) (Finset.mem_range.1 hk))]
      exact Finset.sum_congr rfl fun k hk => max_eq_left (hp k (Finset.mem_range.1 hk))
    rw [hv, Multiset.map_add, Multiset.sum_add] at tot
    linarith [(pos occ).1, (pos vir).2]

/-- The half-filled open `4n`-chain has binding energy `2 / sin(π/(8n+2)) - 2`. -/
theorem chain_binding (n : ℕ) :
    piBinding (chainH (4 * n)) = 2 / sin (π / (8 * n + 2)) - 2 := by
  obtain ⟨b, hd⟩ : ∃ b, b = π / (8 * (n : ℝ) + 2) := ⟨_, rfl⟩
  have b0 : 0 < b := by rw [hd]; positivity
  have hb : (8 * (n : ℝ) + 2) * b = π := by rw [hd]; field_simp
  have nb : 0 ≤ (n : ℝ) * b := by positivity
  have lev (k : ℕ) : chainLevel (4 * n) k = 2 * cos (2 * (k + 1) * b) := by
    have e : π * ((k : ℝ) + 1) / ((4 * n : ℕ) + 1) = 2 * (k + 1) * b := by
      rw [div_eq_iff (by positivity)]
      push_cast
      linear_combination (-((k : ℝ) + 1)) * hb
    rw [chainLevel, e]
  have tel (m : ℕ) : sin b * ∑ k ∈ Finset.range m, chainLevel (4 * n) k
      = sin ((2 * m + 1) * b) - sin b := by
    induction m with
    | zero => simp
    | succ m ih =>
      rw [Finset.sum_range_succ, mul_add, ih, lev,
        show (2 * (m : ℝ) + 1) * b = 2 * (m + 1) * b - b by ring,
        show (2 * ((m + 1 : ℕ) : ℝ) + 1) * b = 2 * (m + 1) * b + b by push_cast; ring,
        sin_sub, sin_add]
      ring
  rw [half_filling (m := 2 * n) (by omega) _ _ (chain_roots _) ?_ ?_, ← hd]
  · have s0 : 0 < sin b := sin_pos_of_pos_of_lt_pi b0 (by linarith)
    have t := tel (2 * n)
    rw [show (2 * ((2 * n : ℕ) : ℝ) + 1) * b = π / 2 by push_cast; linarith,
      sin_pi_div_two] at t
    rw [show ∑ k ∈ Finset.range (2 * n), chainLevel (4 * n) k = (1 - sin b) / sin b by
      rw [eq_div_iff s0.ne']; linarith, sub_div, div_self s0.ne']
    ring
  · intro k hk
    have h : (k : ℝ) + 1 ≤ 2 * n := by exact_mod_cast hk
    have h' := mul_le_mul_of_nonneg_right h b0.le
    have k0 : 0 ≤ ((k : ℝ) + 1) * b := by positivity
    rw [lev]
    exact mul_nonneg zero_le_two (cos_nonneg_of_neg_pi_div_two_le_of_le
      (by linarith [pi_pos]) (by linarith))
  · intro k h1 h2
    have h1' : 2 * (n : ℝ) ≤ k := by exact_mod_cast h1
    have h2' : (k : ℝ) + 1 ≤ 4 * n := by exact_mod_cast h2
    have p1 := mul_le_mul_of_nonneg_right h1' b0.le
    have p2 := mul_le_mul_of_nonneg_right h2' b0.le
    rw [lev]
    linarith [cos_nonpos_of_pi_div_two_le_of_le (x := 2 * ((k : ℝ) + 1) * b)
      (by linarith) (by linarith)]

/-- For `n ≥ 1` the half-filled `4n`-ring has binding energy `4 cot(π/(4n))`. -/
theorem ring_binding {n : ℕ} (hn : 1 ≤ n) :
    piBinding (ringH (4 * n)) = 4 * cot (π / (4 * n)) := by
  have n1 : (1 : ℝ) ≤ n := by exact_mod_cast hn
  have n0 : (0 : ℝ) < n := by linarith
  obtain ⟨a, hd⟩ : ∃ a, a = π / (4 * (n : ℝ)) := ⟨_, rfl⟩
  have a0 : 0 < a := by rw [hd]; positivity
  have ha : 4 * (n : ℝ) * a = π := by rw [hd]; field_simp
  have lev (k : ℕ) : ringLevel n k = 2 * sin (2 * k * a) := by
    rw [ringLevel, hd, show π * (k : ℝ) / (2 * n) = 2 * k * (π / (4 * n)) by ring]
  have tel (m : ℕ) : sin a * ∑ k ∈ Finset.range m, ringLevel n k
      = cos a - cos ((2 * m - 1) * a) := by
    induction m with
    | zero => simp
    | succ m ih =>
      rw [Finset.sum_range_succ, mul_add, ih, lev,
        show (2 * (m : ℝ) - 1) * a = 2 * m * a - a by ring,
        show (2 * ((m + 1 : ℕ) : ℝ) - 1) * a = 2 * m * a + a by push_cast; ring,
        cos_sub, cos_add]
      ring
  rw [half_filling (m := 2 * n) (by omega) _ _ (ring_roots hn) ?_ ?_, ← hd]
  · have s0 : 0 < sin a := sin_pos_of_pos_of_lt_pi a0 (by nlinarith)
    have t := tel (2 * n)
    rw [show (2 * ((2 * n : ℕ) : ℝ) - 1) * a = π - a by push_cast; linarith, cos_pi_sub] at t
    rw [show ∑ k ∈ Finset.range (2 * n), ringLevel n k = 2 * cos a / sin a by
      rw [eq_div_iff s0.ne']; linarith, cot_eq_cos_div_sin]
    ring
  · intro k hk
    have h : (k : ℝ) ≤ 2 * n := by exact_mod_cast hk.le
    have p := mul_le_mul_of_nonneg_right h a0.le
    rw [lev]
    exact mul_nonneg zero_le_two (sin_nonneg_of_nonneg_of_le_pi (by positivity) (by linarith))
  · intro k h1 h2
    have h1' : 2 * (n : ℝ) ≤ k := by exact_mod_cast h1
    have h2' : (k : ℝ) ≤ 4 * n := by exact_mod_cast h2.le
    have p1 := mul_le_mul_of_nonneg_right h1' a0.le
    have p2 := mul_le_mul_of_nonneg_right h2' a0.le
    have s := sin_nonneg_of_nonneg_of_le_pi (x := 2 * (k : ℝ) * a - π)
      (by linarith) (by linarith)
    rw [sin_sub_pi] at s
    rw [lev]
    linarith

/-- For every `n ≥ 2` the uniform `4n`-ring has a larger binding energy than the open
`4n`-chain. -/
theorem chain_lt_ring {n : ℕ} (hn : 2 ≤ n) :
    piBinding (chainH (4 * n)) < piBinding (ringH (4 * n)) := by
  rw [chain_binding, ring_binding (by omega)]
  have n2 : (2 : ℝ) ≤ n := by exact_mod_cast hn
  have n0 : (0 : ℝ) < n := by linarith
  obtain ⟨u, hu⟩ : ∃ u, u = π / (8 * (n : ℝ)) := ⟨_, rfl⟩
  obtain ⟨y, hy⟩ : ∃ y, y = π / (8 * (n : ℝ) + 2) := ⟨_, rfl⟩
  have u0 : 0 < u := by rw [hu]; positivity
  have y0 : 0 < y := by rw [hy]; positivity
  have u1 : u < 0.197 := by
    rw [hu, div_lt_iff₀ (by positivity)]
    linarith [pi_lt_d2]
  have yu : y ≤ u := by
    rw [hu, hy]
    exact div_le_div_of_nonneg_left pi_pos.le (by positivity) (by linarith)
  have inv : 1 / y = 1 / u + 2 / π := by
    rw [hu, hy, one_div_div, one_div_div, add_div]
  have p2 : 2 / π < 0.637 := by
    rw [div_lt_iff₀ pi_pos]
    linarith [pi_gt_d2]
  have s0 : 0 < sin u := sin_pos_of_pos_of_lt_pi u0 (by linarith [pi_gt_three])
  have su := sin_lt u0
  have cu := one_sub_sq_div_two_le_cos (x := u)
  have c1 : 0.98 ≤ cos u := by nlinarith
  have c0 : 0 < cos u := by linarith
  -- bounds on cot u and tan u
  have h1 : 1 / u - u / 2 ≤ cos u / sin u := by
    have e : 1 / u - u / 2 = (1 - u ^ 2 / 2) / u := by field_simp
    rw [e]
    exact (div_le_div_of_nonneg_right cu u0.le).trans
      (div_le_div_of_nonneg_left c0.le s0 su.le)
  have h2 : sin u / cos u ≤ 1.03 * u := by
    rw [div_le_iff₀ c0]
    nlinarith [mul_nonneg u0.le (sub_nonneg.2 c1)]
  -- a cubic lower bound on sin y, from z < tan z at the half angle
  have sy : y * (1 - y ^ 2 / 4) ≤ sin y := by
    obtain ⟨z, rfl⟩ : ∃ z, y = 2 * z := ⟨y / 2, by ring⟩
    have z0 : 0 < z := by linarith
    have zp : z < π / 2 := by linarith [pi_gt_three]
    have cz : 0 < cos z := cos_pos_of_mem_Ioo ⟨by linarith, zp⟩
    have t := lt_tan z0 zp
    rw [tan_eq_sin_div_cos, lt_div_iff₀ cz] at t
    have sz : 0 < sin z := sin_pos_of_pos_of_lt_pi z0 (by linarith)
    have q : sin z ^ 2 ≤ z ^ 2 := pow_le_pow_left₀ sz.le (sin_lt z0).le 2
    have r : cos z ^ 2 = 1 - sin z ^ 2 := by linarith [sin_sq_add_cos_sq z]
    rw [sin_two_mul]
    calc 2 * z * (1 - (2 * z) ^ 2 / 4) = 2 * z * (1 - z ^ 2) := by ring
      _ ≤ 2 * z * cos z ^ 2 := by rw [r]; gcongr
      _ = 2 * (z * cos z) * cos z := by ring
      _ ≤ 2 * sin z * cos z := by gcongr
  have h3 : 1 / sin y ≤ 1 / y + 0.26 * y := by
    have y2 : y ^ 2 ≤ 0.04 := by nlinarith
    have sp : 0 < sin y := sin_pos_of_pos_of_lt_pi y0 (by linarith [pi_gt_three])
    rw [div_le_iff₀ sp]
    calc (1 : ℝ) ≤ (1 + 0.26 * y ^ 2) * (1 - y ^ 2 / 4) := by nlinarith [sq_nonneg y]
      _ = (1 / y + 0.26 * y) * (y * (1 - y ^ 2 / 4)) := by field_simp
      _ ≤ (1 / y + 0.26 * y) * sin y := by gcongr
  have dbl : 4 * cot (π / (4 * n)) = 2 * (cos u / sin u - sin u / cos u) := by
    rw [show π / (4 * (n : ℝ)) = 2 * u by rw [hu]; ring, cot_eq_cos_div_sin, cos_two_mul',
      sin_two_mul, div_sub_div _ _ s0.ne' c0.ne']
    ring
  rw [dbl, ← hy, show 2 / sin y = 2 * (1 / sin y) by ring]
  linarith

/-- For `n ≥ 1`, the half-filled uniform `4n`-ring has a smaller binding energy than the open
`4n`-chain if and only if `n = 1`. -/
theorem ring_lt_chain_iff {n : ℕ} (hn : 1 ≤ n) :
    piBinding (ringH (4 * n)) < piBinding (chainH (4 * n)) ↔ n = 1 := by
  constructor
  · intro h
    by_contra h1
    exact lt_asymm h (chain_lt_ring (by omega))
  · rintro rfl
    rw [ring_binding le_rfl, chain_binding]
    have c : cot (π / (4 * ((1 : ℕ) : ℝ))) = 1 := by
      rw [Nat.cast_one, mul_one, cot_eq_cos_div_sin, cos_pi_div_four, sin_pi_div_four,
        div_self (by positivity)]
    have e : π / (8 * ((1 : ℕ) : ℝ) + 2) = π / 10 := by norm_num
    have s : sin (π / 10) < 1 / 3 :=
      (sin_lt (by positivity)).trans (by linarith [pi_lt_d2])
    have s0 : 0 < sin (π / 10) :=
      sin_pos_of_pos_of_lt_pi (by positivity) (by linarith [pi_pos])
    have b : 6 < 2 / sin (π / 10) := by
      rw [lt_div_iff₀ s0]
      linarith
    rw [c, e]
    linarith

end

end HueckelRingVersusChain
```

```lean
#print axioms HueckelRingVersusChain.ring_lt_chain_iff
```

```
'HueckelRingVersusChain.ring_lt_chain_iff' depends on axioms: [propext, Classical.choice, Quot.sound]
```

The `_row` lemmas apply the matrices to amplitudes, and the `_roots` lemmas give the spectra. `half_filling` bounds any occupation by the sum of all positive levels; the `_binding` theorems telescope by induction.

Degenerate ring levels need care. `Matrix.det_vandermonde_ne_zero_iff` makes the plane-wave matrix invertible because the $z_k$ are distinct, even where levels coincide. Similarity then yields the characteristic polynomial with multiplicities.
